# Mean inverse energy of gapped spin waves on a periodic chain, in closed form at every length

In a classical ferromagnet with easy-axis anisotropy, linear spin-wave theory estimates the thermal reduction of the ordered moment per site as $k_BT$ times the mean inverse mode energy over a grid of momenta. For a periodic chain with nearest-neighbour exchange, that mean has a closed form for any number of grid points. It gives the infinite-chain value and the finite-size error together, and shows how the value diverges as the anisotropy gap closes.

## The sum over $N$ momenta

Let the chain have $N\ge 1$ sites, periodic boundaries and allowed momenta $q_k=2\pi k/N$, with $k=0,\dots,N-1$. In units of $2JS$, where $J$ is the exchange per bond and $S$ the spin length, the spin-wave energy is

$$\varepsilon(q)=\Delta+1-\cos q ,$$

where $\Delta>0$ is the gap. It stands for an easy-axis anisotropy, which leaves only the rotations about the axis as continuous spin symmetries, so that even a uniform tilt of all the spins away from the axis costs energy. Define $a>0$ by $\cosh a=1+\Delta$. Then

$$F_N(\Delta)=\frac1N\sum_{k=0}^{N-1}\frac{1}{\varepsilon(q_k)}=\frac{\coth(Na/2)}{\sinh a}
\;\xrightarrow[N\to\infty]{}\;\frac1{\sinh a}=\frac{1}{\sqrt{\Delta(\Delta+2)}} .$$

The limit is finite for every $\Delta>0$ and grows without bound as $\Delta\to0^+$. That growth is the infrared divergence.

## Thermal moment reduction in a spin-wave code

Take the exchange energy $-J\,\mathbf S_i\cdot\mathbf S_{i+1}$ for each bond with $J>0$, spin length $S$ and a single-ion term $-K(S^z)^2$ with $K>0$. In the classical harmonic approximation the mode energies are $2JS\,\varepsilon(q)$ with $\Delta=K/J$. Equipartition gives each mode the occupation $k_BT/(2JS\,\varepsilon(q))$, where $T$ is the temperature and $k_B$ is Boltzmann's constant. Quantum spin waves have the Bose occupation instead, whose ratio to this value tends to one when $k_BT$ is large compared with the mode energy. The moment reduction per site is therefore

$$S-\langle S^z\rangle=\frac{k_BT}{2JS}\,F_N(K/J).$$

A code for this classical model can get $F_N$ from a loop: form $q_k$, add $1/\varepsilon(q_k)$, divide by $N$. The closed form replaces the loop by one evaluation, with $a=\operatorname{arsinh}\sqrt{\Delta(\Delta+2)}$. This expression keeps its precision at small $\Delta$, where rounding $1+\Delta$ would lose digits. The relative excess of the finite chain over the infinite one is $\coth(Na/2)-1=2/(e^{Na}-1)$, so the grid has converged once $N$ is several times $1/a$.

**Four sites with $\Delta=1/4$.** Here $\cosh a=5/4$, $\sinh a=3/4$ and $e^{-a}=1/2$. The four energies are $1/4,\ 5/4,\ 9/4,\ 5/4$, and their mean inverse is

$$\tfrac14\left(4+\tfrac45+\tfrac49+\tfrac45\right)=\tfrac{68}{45}\approx1.511 .$$

The closed form gives $\coth(2a)=(1+\tfrac1{16})/(1-\tfrac1{16})=\tfrac{17}{15}$, and $\tfrac{17}{15}\cdot\tfrac43=\tfrac{68}{45}$. The infinite chain has $4/3$. At $k_BT=0.1\cdot 2JS$ the harmonic estimate of the moment reduction for classical spins is thus about $0.151$ on four sites and $0.133$ on the infinite chain.

## From a geometric series to the hyperbolic cotangent

Write $r=e^{-a}$, so $0<r<1$, and $\zeta=e^{2\pi i/N}$, so $\zeta^k=e^{iq_k}$.

**Summing the resolvent.** Since $(r\zeta^k)^N=r^N$, the finite geometric series gives

$$\frac1{1-r\zeta^k}=\frac{1}{1-r^N}\sum_{m=0}^{N-1}r^m\zeta^{km}.$$

Now sum over $k$. The term $m=0$ contributes $N$. For $0<m<N$ we have $\zeta^m\ne1$, while

$$(1-\zeta^m)\sum_{k=0}^{N-1}\zeta^{mk}=1-\zeta^{mN}=0,$$

so those terms vanish. Hence

$$\sum_{k=0}^{N-1}\frac1{1-r\zeta^k}=\frac{N}{1-r^N}.$$

**One inverse energy.** Put $u=\cosh a-\cos q=\varepsilon(q)$. Because $1+r^2=2r\cosh a$,

$$|1-re^{iq}|^2=1-2r\cos q+r^2=2ru .$$

Because $r(\cosh a+\sinh a)=re^a=1$, we also have $1-r\cos q=r(\sinh a+u)$. Therefore

$$\operatorname{Re}\frac1{1-re^{iq}}=\frac{\sinh a+u}{2u},\qquad
\frac1u=\frac{1}{\sinh a}\left(2\operatorname{Re}\frac1{1-re^{iq}}-1\right).$$

**The mean.** Summing the last formula over the modes and dividing by $N$,

$$F_N=\frac{1}{N\sinh a}\left(\frac{2N}{1-r^N}-N\right)=\frac{1}{\sinh a}\,\frac{1+r^N}{1-r^N}.$$

Multiplying numerator and denominator by $e^{Na/2}$ turns the second fraction into $\coth(Na/2)$.

**The limits.** As $N\to\infty$, $r^N\to0$ and $F_N\to1/\sinh a$. From $\cosh a=1+\Delta$ follows $\sinh^2a=(1+\Delta)^2-1=\Delta(\Delta+2)$. This tends to zero through positive values as $\Delta\to0^+$, so the reciprocal of its root tends to infinity.

## The Lean source

```lean
import Mathlib

open Filter
open scoped Real Topology

namespace GappedSpinWaves

noncomputable section

/-- Spin-wave energy at momentum `q` on a nearest-neighbour ferromagnetic chain with anisotropy gap
`Δ`, both energies in units of `2JS` (exchange `J` per bond, spin length `S`). -/
def magnonEnergy (Δ q : ℝ) : ℝ := Δ + (1 - Real.cos q)

/-- Mean inverse spin-wave energy over the `N` momenta `2πk/N` of a periodic chain,
for `Δ > 0` and `N ≥ 1`. -/
def fluctuation (Δ : ℝ) (N : ℕ) : ℝ :=
  (∑ k ∈ Finset.range N, 1 / magnonEnergy Δ (2 * π * k / N)) / N


/-- For a primitive `N`-th root of unity `ζ` and `x ^ N ≠ 1`, the sum of `1 / (1 - x ζ ^ k)`
over the `N` lattice modes is `N / (1 - x ^ N)`. -/
theorem sum_resolvent {N : ℕ} {ζ x : ℂ} (hζ : IsPrimitiveRoot ζ N) (hx : x ^ N ≠ 1) :
    ∑ k ∈ Finset.range N, 1 / (1 - x * ζ ^ k) = N / (1 - x ^ N) := by
  have hN : 0 < N := Nat.pos_of_ne_zero (by intro h; subst h; simp at hx)
  have hd : 1 - x ^ N ≠ 0 := sub_ne_zero.mpr hx.symm
  -- each term is a finite geometric series
  have hterm : ∀ k : ℕ, 1 / (1 - x * ζ ^ k)
      = (∑ m ∈ Finset.range N, (x * ζ ^ k) ^ m) / (1 - x ^ N) := by
    intro k
    have hpow : (x * ζ ^ k) ^ N = x ^ N := by
      rw [mul_pow, ← pow_mul, mul_comm k N, pow_mul, hζ.pow_eq_one, one_pow, mul_one]
    have hg := mul_neg_geom_sum (x * ζ ^ k) N
    rw [hpow] at hg
    have hk : 1 - x * ζ ^ k ≠ 0 := by
      intro h
      rw [h, zero_mul] at hg
      exact hd hg.symm
    rw [div_eq_div_iff hk hd]
    linear_combination -hg
  -- orthogonality of the lattice modes keeps only the constant term
  have horth : ∀ m ∈ Finset.range N, ∑ k ∈ Finset.range N, (x * ζ ^ k) ^ m
      = if m = 0 then (N : ℂ) else 0 := by
    intro m hm
    split_ifs with h
    · simp [h]
    · have h1 : 1 - ζ ^ m ≠ 0 := by
        intro h0
        have hdvd := hζ.dvd_of_pow_eq_one m (sub_eq_zero.mp h0).symm
        exact absurd (Nat.le_of_dvd (Nat.pos_of_ne_zero h) hdvd)
          (not_le_of_gt (Finset.mem_range.mp hm))
      have h3 : (ζ ^ m) ^ N = 1 := by
        rw [← pow_mul, mul_comm m N, pow_mul, hζ.pow_eq_one, one_pow]
      have h2 := mul_neg_geom_sum (ζ ^ m) N
      rw [h3, sub_self] at h2
      have h4 := (mul_eq_zero.mp h2).resolve_left h1
      calc ∑ k ∈ Finset.range N, (x * ζ ^ k) ^ m
          = ∑ k ∈ Finset.range N, x ^ m * (ζ ^ m) ^ k :=
            Finset.sum_congr rfl (fun k _ => by
              rw [mul_pow, ← pow_mul, ← pow_mul, mul_comm k m])
        _ = 0 := by rw [← Finset.mul_sum, h4, mul_zero]
  rw [Finset.sum_congr rfl (fun k _ => hterm k), ← Finset.sum_div, Finset.sum_comm,
    Finset.sum_congr rfl horth]
  simp [Finset.sum_ite_eq', hN]

/-- For `a > 0` and gap `cosh a - 1`, the inverse spin-wave energy at momentum `q` is given by
the real part of `1 / (1 - e^{-a} e^{iq})`. -/
theorem inv_magnonEnergy {a : ℝ} (ha : 0 < a) (q : ℝ) :
    1 / magnonEnergy (Real.cosh a - 1) q
      = (2 * (1 / (1 - (Real.exp (-a) : ℂ) * Complex.exp (q * Complex.I))).re - 1)
        / Real.sinh a := by
  have hE : Real.exp (-a) * Real.exp a = 1 := by rw [← Real.exp_add]; simp
  have hu : magnonEnergy (Real.cosh a - 1) q ≠ 0 := by
    have h1 := Real.one_lt_cosh.mpr ha.ne'
    have h2 := Real.cos_le_one q
    unfold magnonEnergy
    linarith
  have hre : (1 / (1 - (Real.exp (-a) : ℂ) * Complex.exp (q * Complex.I))).re
      = (1 - Real.exp (-a) * Real.cos q)
        / (1 - 2 * Real.exp (-a) * Real.cos q + Real.exp (-a) ^ 2) := by
    rw [one_div, Complex.inv_re, Complex.normSq_apply]
    simp only [Complex.sub_re, Complex.sub_im, Complex.one_re, Complex.one_im,
      Complex.re_ofReal_mul, Complex.im_ofReal_mul, Complex.exp_ofReal_mul_I_re,
      Complex.exp_ofReal_mul_I_im]
    congr 1
    linear_combination Real.exp (-a) ^ 2 * Real.sin_sq_add_cos_sq q
  have hD : 1 - 2 * Real.exp (-a) * Real.cos q + Real.exp (-a) ^ 2
      = 2 * Real.exp (-a) * magnonEnergy (Real.cosh a - 1) q := by
    unfold magnonEnergy
    rw [Real.cosh_eq]
    linear_combination -hE
  have hnum : 1 - Real.exp (-a) * Real.cos q = Real.exp (-a) * Real.sinh a
      + Real.exp (-a) * magnonEnergy (Real.cosh a - 1) q := by
    unfold magnonEnergy
    rw [Real.cosh_eq, Real.sinh_eq]
    linear_combination -hE
  have aux : ∀ r S u : ℝ, r ≠ 0 → S ≠ 0 → u ≠ 0 →
      1 / u = (2 * ((r * S + r * u) / (2 * r * u)) - 1) / S := by
    intro r S u hr hS hu
    field_simp
    ring
  rw [hre, hD, hnum]
  exact aux _ _ _ (Real.exp_pos _).ne' (Real.sinh_pos_iff.mpr ha).ne' hu

/-- For `a > 0` and `N ≥ 1`, `coth (N a / 2) = (1 + e^{-N a}) / (1 - e^{-N a})`. -/
theorem coth_half {a : ℝ} (ha : 0 < a) {N : ℕ} (hN : 1 ≤ N) :
    Real.cosh (N * a / 2) / Real.sinh (N * a / 2)
      = (1 + Real.exp (-a) ^ N) / (1 - Real.exp (-a) ^ N) := by
  have hN' : (0 : ℝ) < N := by exact_mod_cast hN
  have hs : Real.sinh (N * a / 2) ≠ 0 := (Real.sinh_pos_iff.mpr (by positivity)).ne'
  have hp : Real.exp (-a) ^ N < 1 :=
    pow_lt_one₀ (Real.exp_pos _).le (Real.exp_lt_one_iff.mpr (by linarith)) (by omega)
  have hrt : Real.exp (-a) ^ N = Real.exp (-(N * a / 2)) ^ 2 := by
    rw [← Real.exp_nat_mul, ← Real.exp_nat_mul]
    congr 1
    push_cast
    ring
  have hE : Real.exp (-(N * a / 2)) * Real.exp (N * a / 2) = 1 := by
    rw [← Real.exp_add]; simp
  rw [div_eq_div_iff hs (sub_pos.mpr hp).ne', Real.cosh_eq, Real.sinh_eq, hrt]
  linear_combination (-Real.exp (-(N * a / 2))) * hE

/-- For `a > 0` and `N ≥ 1`, the mean inverse energy of spin waves with gap `cosh a - 1`
is `coth (N a / 2) / sinh a`. -/
theorem fluctuation_eq {a : ℝ} (ha : 0 < a) {N : ℕ} (hN : 1 ≤ N) :
    fluctuation (Real.cosh a - 1) N
      = Real.cosh (N * a / 2) / Real.sinh (N * a / 2) / Real.sinh a := by
  have hN0 : N ≠ 0 := by omega
  have hp : Real.exp (-a) ^ N < 1 :=
    pow_lt_one₀ (Real.exp_pos _).le (Real.exp_lt_one_iff.mpr (by linarith)) hN0
  have hx : (Real.exp (-a) : ℂ) ^ N ≠ 1 := by exact_mod_cast hp.ne
  have hζ := Complex.isPrimitiveRoot_exp N hN0
  have hphase : ∀ k : ℕ, Complex.exp (((2 * π * k / N : ℝ) : ℂ) * Complex.I)
      = Complex.exp (2 * π * Complex.I / N) ^ k := by
    intro k
    rw [← Complex.exp_nat_mul]
    congr 1
    push_cast
    ring
  have hmode : ∀ k : ℕ, 1 / magnonEnergy (Real.cosh a - 1) (2 * π * k / N)
      = (2 * (1 / (1 - (Real.exp (-a) : ℂ) * Complex.exp (2 * π * Complex.I / N) ^ k)).re - 1)
        / Real.sinh a := by
    intro k
    rw [inv_magnonEnergy ha, hphase]
  have hc : (N : ℂ) / (1 - (Real.exp (-a) : ℂ) ^ N)
      = ((N / (1 - Real.exp (-a) ^ N) : ℝ) : ℂ) := by simp
  have aux : ∀ p n S : ℝ, 1 - p ≠ 0 → n ≠ 0 → S ≠ 0 →
      (2 * (n / (1 - p)) - n) / S / n = (1 + p) / (1 - p) / S := by
    intro p n S hp hn hS
    field_simp
    ring
  -- sum the resolvent over all modes, then take the real part
  unfold fluctuation
  rw [Finset.sum_congr rfl (fun k _ => hmode k), ← Finset.sum_div, Finset.sum_sub_distrib,
    ← Finset.mul_sum, ← Complex.re_sum, sum_resolvent hζ hx, hc, Complex.ofReal_re,
    coth_half ha hN]
  simp only [Finset.sum_const, Finset.card_range, nsmul_eq_mul, mul_one]
  exact aux _ _ _ (sub_pos.mpr hp).ne' (by exact_mod_cast hN0) (Real.sinh_pos_iff.mpr ha).ne'

/-- For `a > 0`, the mean inverse energy of spin waves with gap `cosh a - 1` tends to
`1 / sinh a` as the chain grows. -/
theorem fluctuation_tendsto {a : ℝ} (ha : 0 < a) :
    Tendsto (fluctuation (Real.cosh a - 1)) atTop (𝓝 (1 / Real.sinh a)) := by
  have hp : Tendsto (fun N : ℕ => Real.exp (-a) ^ N) atTop (𝓝 0) :=
    tendsto_pow_atTop_nhds_zero_of_lt_one (Real.exp_pos _).le
      (Real.exp_lt_one_iff.mpr (by linarith))
  have hlim : Tendsto (fun N : ℕ => (1 + Real.exp (-a) ^ N) / (1 - Real.exp (-a) ^ N)
      / Real.sinh a) atTop (𝓝 ((1 + 0) / (1 - 0) / Real.sinh a)) :=
    ((hp.const_add 1).div (hp.const_sub 1) (by norm_num)).div_const _
  have hval : (1 + 0) / (1 - 0) / Real.sinh a = 1 / Real.sinh a := by norm_num
  rw [hval] at hlim
  refine hlim.congr' ?_
  filter_upwards [eventually_ge_atTop 1] with N hN
  rw [fluctuation_eq ha hN, coth_half ha hN]

/-- For every gap `Δ > 0`, the mean inverse spin-wave energy tends to `1 / √(Δ (Δ + 2))`
as the chain grows. -/
theorem fluctuation_tendsto_gap {Δ : ℝ} (hΔ : 0 < Δ) :
    Tendsto (fluctuation Δ) atTop (𝓝 (1 / √(Δ * (Δ + 2)))) := by
  have hs : 0 < √(Δ * (Δ + 2)) := Real.sqrt_pos.mpr (by positivity)
  have hsinh := Real.sinh_arsinh (√(Δ * (Δ + 2)))
  have ha : 0 < Real.arsinh (√(Δ * (Δ + 2))) := Real.sinh_pos_iff.mp (by rw [hsinh]; exact hs)
  have hcosh : Real.cosh (Real.arsinh (√(Δ * (Δ + 2)))) = 1 + Δ := by
    refine (sq_eq_sq₀ (Real.cosh_pos _).le (by positivity)).mp ?_
    rw [Real.cosh_sq, hsinh, Real.sq_sqrt (by positivity)]
    ring
  have h := fluctuation_tendsto ha
  rw [hcosh, hsinh, add_sub_cancel_left] at h
  exact h

/-- Infrared divergence: as the gap `Δ > 0` closes, the infinite-chain value
`1 / √(Δ (Δ + 2))` grows without bound. -/
theorem gap_closing_divergence :
    Tendsto (fun Δ : ℝ => 1 / √(Δ * (Δ + 2))) (𝓝[>] 0) atTop := by
  have hcont : Continuous (fun Δ : ℝ => √(Δ * (Δ + 2))) := by fun_prop
  have h0 := hcont.tendsto 0
  simp only [zero_mul, Real.sqrt_zero] at h0
  -- the root tends to zero through positive values
  have hw : Tendsto (fun Δ : ℝ => √(Δ * (Δ + 2))) (𝓝[>] 0) (𝓝[>] 0) := by
    refine tendsto_nhdsWithin_iff.mpr ⟨h0.mono_left nhdsWithin_le_nhds, ?_⟩
    filter_upwards [self_mem_nhdsWithin] with Δ hΔ
    have hpos : 0 < Δ := hΔ
    exact Real.sqrt_pos.mpr (by positivity)
  simp only [one_div]
  exact tendsto_inv_nhdsGT_zero.comp hw

end

end GappedSpinWaves
```

```lean
#print axioms GappedSpinWaves.fluctuation_tendsto_gap
#print axioms GappedSpinWaves.gap_closing_divergence
```

```
'GappedSpinWaves.fluctuation_tendsto_gap' depends on axioms: [propext, Classical.choice, Quot.sound]
'GappedSpinWaves.gap_closing_divergence' depends on axioms: [propext, Classical.choice, Quot.sound]
```

## Definitions and theorems in words

`magnonEnergy Δ q` is $\varepsilon(q)$, a real number in units of $2JS$. `fluctuation Δ N` is $F_N(\Delta)$. Despite its name it is a mean inverse energy, and it becomes a thermal fluctuation only after multiplication by the temperature factor above. `Finset.range N` runs over $0,\dots,N-1$.

- `fluctuation_eq` states the closed form for every real $a>0$ and every $N\ge1$, with the gap written as `Real.cosh a - 1` and the hyperbolic cotangent as a quotient of `Real.cosh` and `Real.sinh`.
- `fluctuation_tendsto` gives the limit $1/\sinh a$ for a growing chain.
- `fluctuation_tendsto_gap` gives the same limit in terms of an arbitrary $\Delta>0$.
- `gap_closing_divergence` says that the infinite-chain expression tends to infinity as $\Delta$ approaches zero from above, which is what `𝓝[>] 0` denotes.

## Lemmas behind the closed form

`sum_resolvent` is the first step of the derivation, for any primitive root of unity and any complex $x$ with $x^N\ne1$. Its `hterm` is the geometric series, obtained from `mul_neg_geom_sum`, and `horth` is the orthogonality of the modes. `Finset.sum_comm` then exchanges the sums over $k$ and $m$.

`inv_magnonEnergy` is the formula for one inverse energy. Within it, `hre` computes the real part, `hD` rewrites the squared modulus as $2ru$, and `hnum` rewrites the numerator. The `linear_combination` calls supply $\sin^2q+\cos^2q=1$ and $e^{-a}e^a=1$. `coth_half` converts between the two forms of the hyperbolic cotangent.

`fluctuation_eq` identifies each phase with a power of $\zeta$, moves the real part outside the sum by `Complex.re_sum`, and applies these lemmas. The limit in $N$ comes from $r^N\to0$, using the closed form for all $N\ge1$. For a given gap, the proof chooses $a$ as the `Real.arsinh` of $\sqrt{\Delta(\Delta+2)}$ and checks that $\cosh a=1+\Delta$. The divergence follows from continuity of the square root and the behaviour of $1/x$ at $0^+$.

## Harmonic modes, one dimension, and the order of limits

The theorems concern a sum over a given dispersion relation. The step from there to a magnet is the harmonic approximation: that the spins behave as non-interacting modes with these energies. In a real easy-axis chain with short-range exchange, domain walls destroy long-range order at any nonzero temperature, so a finite $F_N$ doesn't establish that the chain is ordered. Other dispersions, longer-range exchange and higher dimensions need their own sums.

The divergence in the theorem is reached by taking $N\to\infty$ first and $\Delta\to0^+$ afterwards, and it goes as $1/\sqrt{2\Delta}$. At fixed $N$ the mean diverges as well, but as $1/(N\Delta)$, from the uniform mode alone. No theorem treats the chain at $\Delta=0$, where the uniform mode has zero energy. Lean evaluates $1/0$ as $0$, so `fluctuation 0 N` would silently leave that mode out, whereas floating-point code would return infinity or stop with a division error.

The results hold for real numbers; rounding in a floating-point evaluation is a separate matter.
